# Closed-shell MP2 energy from spatial integrals with spin-independent denominators

A spin orbital is taken to be a pair: a spatial orbital and a spin. Its integrals are built from a real spatial array $g_{iajb}=(ia,jb)$, with $i,j$ in a finite set `O` of occupied orbitals and $a,b$ in a finite set `V` of virtual ones. In an application, $(ia,jb)$ is the Coulomb repulsion integral between the orbital products $\varphi_i\varphi_a$ and $\varphi_j\varphi_b$; the proofs hold for any real array. The spins form a finite set `S` with $N$ elements.

```lean
import Mathlib

open Finset

namespace SpinAdaptedMP2

noncomputable section

variable {O V S : Type*} [DecidableEq S]
```

The spin overlap $\delta_{st}$ is 1 for equal spins and 0 otherwise.

```lean
/-- The spin overlap: one for equal spins and zero otherwise. -/
def delta (s t : S) : ℝ := if s = t then 1 else 0
```

If $i,j,a,b$ carry spins $s,t,u,v$, the antisymmetrised integral is
$$A=g_{iajb}\,\delta_{su}\delta_{tv}-g_{ibja}\,\delta_{sv}\delta_{tu}.$$
In Lean, `i.1` is the spatial part of a spin orbital and `i.2` its spin.

```lean
/-- The antisymmetrised spin-orbital array built from a spatial array `g i a j b = (ia,jb)`:
the direct term minus the exchange term, each with its spin overlaps.
A spin orbital is a pair of a spatial orbital and a spin. -/
def spinAntisym (g : O → V → O → V → ℝ) (i j : O × S) (a b : V × S) : ℝ :=
  g i.1 a.1 j.1 b.1 * (delta i.2 a.2 * delta j.2 b.2)
    - g i.1 b.1 j.1 a.1 * (delta i.2 b.2 * delta j.2 a.2)
```

Doubles amplitudes $T$ have the energy $E=\frac14\sum A\,T$, summed over spin orbitals.

```lean
variable [Fintype O] [Fintype V] [Fintype S]

/-- The correlation energy of doubles amplitudes `T`: one quarter of the sum over spin orbitals
of the antisymmetrised integrals times the amplitudes. -/
def pairEnergy (g : O → V → O → V → ℝ) (T : O × S → O × S → V × S → V × S → ℝ) : ℝ :=
  (1 / 4) * ∑ i, ∑ j, ∑ a, ∑ b, spinAntisym g i j a b * T i j a b
```

From (d) on, $T$ obeys the first-order equation $D\,T=-A$, where the denominator $D_{ijab}$ depends on spatial orbitals only. This equation and the energy expression are taken as the definition of MP2, not derived from a Hamiltonian. For finitely many real canonical orbitals from a closed-shell Hartree–Fock calculation, with a gap between occupied and virtual energies, the results give the MP2 approximation to the correlation energy without any spin-orbital sum.

### (a) Separating space and spin

Show that for any $F$
$$\sum_{\text{spin orbitals}}F=\sum_{ijab}\ \sum_{stuv}F(is,jt,au,bv).$$

**Solution.** A sum over pairs is a double sum, and finite sums commute. Lean splits the pairs with `Fintype.sum_prod_type`, then moves the spatial sums forward one at a time with `sum_comm`.

```lean
omit [DecidableEq S] in
/-- A sum over four spin orbitals is a sum over four spatial orbitals and four spins. -/
theorem sum_spinOrbitals (F : O × S → O × S → V × S → V × S → ℝ) :
    ∑ i, ∑ j, ∑ a, ∑ b, F i j a b =
      ∑ i, ∑ j, ∑ a, ∑ b, ∑ s, ∑ t, ∑ u, ∑ v, F (i, s) (j, t) (a, u) (b, v) := by
  simp only [Fintype.sum_prod_type]
  refine sum_congr rfl fun i _ => ?_
  rw [sum_comm]
  refine sum_congr rfl fun j _ => ?_
  -- move the sum over a, then the sum over b, to the front
  calc ∑ s, ∑ t, ∑ a, ∑ u, ∑ b, ∑ v, F (i, s) (j, t) (a, u) (b, v)
      = ∑ s, ∑ a, ∑ t, ∑ u, ∑ b, ∑ v, F (i, s) (j, t) (a, u) (b, v) :=
        sum_congr rfl fun s _ => sum_comm
    _ = ∑ a, ∑ s, ∑ t, ∑ u, ∑ b, ∑ v, F (i, s) (j, t) (a, u) (b, v) := sum_comm
    _ = ∑ a, ∑ s, ∑ t, ∑ b, ∑ u, ∑ v, F (i, s) (j, t) (a, u) (b, v) :=
        sum_congr rfl fun a _ => sum_congr rfl fun s _ => sum_congr rfl fun t _ => sum_comm
    _ = ∑ a, ∑ s, ∑ b, ∑ t, ∑ u, ∑ v, F (i, s) (j, t) (a, u) (b, v) :=
        sum_congr rfl fun a _ => sum_congr rfl fun s _ => sum_comm
    _ = ∑ a, ∑ b, ∑ s, ∑ t, ∑ u, ∑ v, F (i, s) (j, t) (a, u) (b, v) :=
        sum_congr rfl fun a _ => sum_comm
```

### (b) The spin sum of a product

For real $J,K,x,y$, show that
$$\sum_{stuv}(J\delta_{su}\delta_{tv}-K\delta_{sv}\delta_{tu})(x\delta_{su}\delta_{tv}-y\delta_{sv}\delta_{tu})=N^2(Jx+Ky)-N(Jy+Kx).$$

**Solution.** Since $\delta^2=\delta$, the direct-direct term leaves $\sum\delta_{su}\delta_{tv}=N^2$, and the exchange-exchange term does the same. A mixed term survives only if all four spins agree, which happens $N$ times. In Lean, `hsq` and `hx` are these two facts, `hp` expands the product, and `hd` performs the sums.

```lean
/-- The spin sum of a product of two antisymmetrised quantities: with `N` spin states,
direct-direct and exchange-exchange products count `N²` times, mixed products `N` times. -/
theorem spin_sum (J K x y : ℝ) :
    ∑ s : S, ∑ t : S, ∑ u : S, ∑ v : S,
      (J * (delta s u * delta t v) - K * (delta s v * delta t u)) *
        (x * (delta s u * delta t v) - y * (delta s v * delta t u)) =
      (Fintype.card S : ℝ) ^ 2 * (J * x + K * y) - Fintype.card S * (J * y + K * x) := by
  have hd : ∀ s : S, ∑ t, delta s t = 1 := fun s => by simp [delta]
  have hsq : ∀ s t : S, delta s t * delta s t = delta s t := fun s t => by
    unfold delta; split_ifs <;> norm_num
  -- a mixed product survives only if all four spins agree
  have hx : ∀ s t u v : S, (delta s u * delta t v) * (delta s v * delta t u) =
      delta s t * (delta s u * delta t v) := fun s t u v => by
    unfold delta; split_ifs <;> simp_all
  have hp : ∀ s t u v : S,
      (J * (delta s u * delta t v) - K * (delta s v * delta t u)) *
        (x * (delta s u * delta t v) - y * (delta s v * delta t u)) =
      (J * x) * (delta s u * delta t v) + (K * y) * (delta t u * delta s v)
        - (J * y + K * x) * (delta s t * (delta s u * delta t v)) := fun s t u v => by
    linear_combination (J * x * delta t v * delta t v) * hsq s u
      + (J * x * delta s u) * hsq t v + (K * y * delta t u * delta t u) * hsq s v
      + (K * y * delta s v) * hsq t u - (J * y + K * x) * hx s t u v
  simp only [hp, sum_add_distrib, sum_sub_distrib, ← mul_sum, hd, mul_one, sum_const,
    card_univ, nsmul_eq_mul]
  ring
```

### (c) Spin-adapted energy for any spatial amplitudes

Let $t_{iajb}$ now be any real spatial array, and let $T$ be its antisymmetrised form. Show that
$$E=\frac N2\sum_{ijab}(N g_{iajb}-g_{ibja})\,t_{iajb}.$$

**Solution.** Use (a), then (b) with $J=g_{iajb}$, $K=g_{ibja}$, $x=t_{iajb}$, $y=t_{ibja}$. Swapping the labels $a,b$ exchanges $J$ with $K$ and $x$ with $y$, so $\sum Ky=\sum Jx$ and $\sum Jy=\sum Kx$. Hence
$$E=\tfrac14\sum(2N^2Jx-2NKx)=\tfrac N2\sum(NJ-K)x.$$
The relabelling is `sw` in the proof.

```lean
/-- Spin adaptation for arbitrary spatial amplitudes `t`: with `N` spin states, the energy of the
antisymmetrised amplitudes is `(N/2) ∑ (N (ia,jb) - (ib,ja)) t` over spatial orbitals. -/
theorem pairEnergy_spinAntisym (g t : O → V → O → V → ℝ) :
    pairEnergy g (spinAntisym (S := S) t) = (Fintype.card S : ℝ) / 2 *
      ∑ i, ∑ j, ∑ a, ∑ b, (Fintype.card S * g i a j b - g i b j a) * t i a j b := by
  -- relabelling a and b folds the exchange half onto the direct half
  have sw : ∀ f : V → V → ℝ, ∑ a, ∑ b, (f a b + f b a) = 2 * ∑ a, ∑ b, f a b := by
    intro f
    have hc : ∑ a, ∑ b, f b a = ∑ a, ∑ b, f a b := sum_comm
    simp only [sum_add_distrib]
    linarith
  have h : ∀ i j : O, ∑ a, ∑ b, ((Fintype.card S : ℝ) ^ 2 *
      (g i a j b * t i a j b + g i b j a * t i b j a)
        - Fintype.card S * (g i a j b * t i b j a + g i b j a * t i a j b)) =
      2 * (Fintype.card S *
        ∑ a, ∑ b, (Fintype.card S * g i a j b - g i b j a) * t i a j b) := by
    intro i j

    have e := sw fun a b =>
      (Fintype.card S : ℝ) * ((Fintype.card S * g i a j b - g i b j a) * t i a j b)
    simp only [← mul_sum] at e
    rw [← e]
    refine sum_congr rfl fun a _ => sum_congr rfl fun b _ => ?_
    ring
  unfold pairEnergy
  rw [sum_spinOrbitals]
  simp only [spinAntisym, spin_sum, h, ← mul_sum]
  ring
```

### (d) Solving the amplitude equation

Let $D$ be nonzero with $D_{ijab}=D_{ijba}$. Show that $DT=-A$ holds for all spin orbitals exactly when $T$ is the antisymmetrised form of
$$t_{iajb}=-\frac{g_{iajb}}{D_{ijab}}.$$

**Solution.** The antisymmetrised form is
$$-\frac{g_{iajb}}{D_{ijab}}\delta_{su}\delta_{tv}+\frac{g_{ibja}}{D_{ijba}}\delta_{sv}\delta_{tu}.$$
By symmetry both denominators equal $D_{ijab}$, so multiplying by it gives $-A$; this is `key`. Conversely, cancelling the nonzero $D$ shows that there is no other solution.

```lean
omit [Fintype O] [Fintype V] [Fintype S] in
/-- For nonzero spin-independent denominators symmetric in `a,b`, the first-order amplitude
equation `D T = -A` holds exactly when `T` is the antisymmetrised form of `-(ia,jb)/D`. -/
theorem amplitude_equation_iff (g : O → V → O → V → ℝ) (D : O → O → V → V → ℝ)
    (T : O × S → O × S → V × S → V × S → ℝ)
    (hD : ∀ i j a b, D i j a b ≠ 0) (hs : ∀ i j a b, D i j a b = D i j b a) :
    (∀ i j a b, D i.1 j.1 a.1 b.1 * T i j a b = -spinAntisym g i j a b) ↔
      T = spinAntisym fun i a j b => -g i a j b / D i j a b := by
  have key : ∀ (i j : O × S) (a b : V × S), D i.1 j.1 a.1 b.1 *
      spinAntisym (fun i a j b => -g i a j b / D i j a b) i j a b =
        -spinAntisym g i j a b := by
    intro i j a b
    have e : ∀ x : ℝ, D i.1 j.1 a.1 b.1 * (-x / D i.1 j.1 a.1 b.1) = -x := fun x => by
      have h := hD i.1 j.1 a.1 b.1
      field_simp
    simp only [spinAntisym]
    rw [hs i.1 j.1 b.1 a.1]
    linear_combination (delta i.2 a.2 * delta j.2 b.2) * e (g i.1 a.1 j.1 b.1)
      - (delta i.2 b.2 * delta j.2 a.2) * e (g i.1 b.1 j.1 a.1)
  constructor
  · intro hT
    funext i j a b
    exact mul_left_cancel₀ (hD i.1 j.1 a.1 b.1) ((hT i j a b).trans (key i j a b).symm)
  · rintro rfl
    exact key
```

### (e) Two spin states

Under the hypotheses of (d), with $N=2$ and $DT=-A$, show that
$$E=-\frac14\sum\frac{A^2}{D}=-\sum_{ijab}\frac{g_{iajb}(2g_{iajb}-g_{ibja})}{D_{ijab}},$$
where the first sum runs over spin orbitals.

**Solution.** Inserting $T=-A/D$ in $E$ gives the first equality (`h1`). For the second, put $t$ from (d) into (c); the prefactor is $N/2=1$.

Neither $(ia,jb)=(jb,ia)$ nor symmetry of $D$ in $i,j$ is assumed. Without symmetry in $a,b$, the second equality can fail. Take two occupied and two virtual orbitals, with $(11,11)=(22,22)=2$, $(11,22)=(22,11)=1$ and all other integrals zero. Let $D_{1221}=D_{2112}=2$ and every other $D$ be 1. The spin-orbital expression gives $-11$, the spatial one $-12$.

```lean
/-- Closed-shell MP2: for two spin states, nonzero spin-independent denominators symmetric in
`a,b`, and amplitudes solving `D T = -A`, the energy is `-(1/4) ∑ A²/D` over spin orbitals, and
this equals `-∑ (ia,jb)(2(ia,jb) - (ib,ja))/D` over spatial orbitals. -/
theorem closed_shell_mp2 (g : O → V → O → V → ℝ) (D : O → O → V → V → ℝ)
    (T : O × Fin 2 → O × Fin 2 → V × Fin 2 → V × Fin 2 → ℝ)
    (hD : ∀ i j a b, D i j a b ≠ 0) (hs : ∀ i j a b, D i j a b = D i j b a)
    (hT : ∀ i j a b, D i.1 j.1 a.1 b.1 * T i j a b = -spinAntisym g i j a b) :
    pairEnergy g T = -(1 / 4) * ∑ i : O × Fin 2, ∑ j : O × Fin 2, ∑ a : V × Fin 2,
        ∑ b : V × Fin 2, spinAntisym g i j a b ^ 2 / D i.1 j.1 a.1 b.1 ∧
    -(1 / 4) * ∑ i : O × Fin 2, ∑ j : O × Fin 2, ∑ a : V × Fin 2,
        ∑ b : V × Fin 2, spinAntisym g i j a b ^ 2 / D i.1 j.1 a.1 b.1 =
      -∑ i, ∑ j, ∑ a, ∑ b, g i a j b * (2 * g i a j b - g i b j a) / D i j a b := by
  have h1 : pairEnergy g T = -(1 / 4) * ∑ i : O × Fin 2, ∑ j : O × Fin 2, ∑ a : V × Fin 2,
      ∑ b : V × Fin 2, spinAntisym g i j a b ^ 2 / D i.1 j.1 a.1 b.1 := by
    have h : ∀ i j a b, spinAntisym g i j a b * T i j a b =
        -(spinAntisym g i j a b ^ 2 / D i.1 j.1 a.1 b.1) := by
      intro i j a b
      have ht : T i j a b = -spinAntisym g i j a b / D i.1 j.1 a.1 b.1 := by
        rw [eq_div_iff (hD _ _ _ _), mul_comm]
        exact hT i j a b
      rw [ht]
      ring
    simp only [pairEnergy, h, sum_neg_distrib]
    ring
  refine ⟨h1, ?_⟩
  -- insert the spin-adapted amplitudes and count two spin states
  rw [← h1, (amplitude_equation_iff g D T hD hs).1 hT, pairEnergy_spinAntisym]
  simp only [Fintype.card_fin, Nat.cast_ofNat, ← sum_neg_distrib]
  rw [show (2 : ℝ) / 2 = 1 by norm_num, one_mul]
  refine sum_congr rfl fun i _ => sum_congr rfl fun j _ =>
    sum_congr rfl fun a _ => sum_congr rfl fun b _ => ?_
  ring
```

### (f) Orbital-energy denominators

Let the occupied energies $e_i$ all lie below the virtual energies $e_a$, as in a closed shell with a gap. For $D_{ijab}=e_a+e_b-e_i-e_j$ and $DT=-A$, show that
$$E=-\sum_{ijab}\frac{g_{iajb}(2g_{iajb}-g_{ibja})}{e_a+e_b-e_i-e_j}.$$

**Solution.** $D=(e_a-e_i)+(e_b-e_j)>0$, and $D$ is symmetric in $a,b$. Apply (e). In Lean the energies are `eo` and `ev`.

```lean
/-- The closed-shell MP2 energy with orbital-energy denominators, when every occupied orbital
energy `eo` lies below every virtual one `ev` and the amplitudes solve `D T = -A`. -/
theorem canonical_mp2 (g : O → V → O → V → ℝ) (eo : O → ℝ) (ev : V → ℝ)
    (T : O × Fin 2 → O × Fin 2 → V × Fin 2 → V × Fin 2 → ℝ) (gap : ∀ i a, eo i < ev a)
    (hT : ∀ i j a b, (ev a.1 + ev b.1 - eo i.1 - eo j.1) * T i j a b =
      -spinAntisym g i j a b) :
    pairEnergy g T = -∑ i, ∑ j, ∑ a, ∑ b,
      g i a j b * (2 * g i a j b - g i b j a) / (ev a + ev b - eo i - eo j) := by
  have h := closed_shell_mp2 g (fun i j a b => ev a + ev b - eo i - eo j) T
    (fun i j a b => ne_of_gt (by linarith [gap i a, gap j b]))
    (fun i j a b => by ring) hT
  exact h.1.trans h.2
```

### (g) One occupied and one virtual orbital

With energies $e_o<e_v$, a single integral $(ia,ia)=K$ and $DT=-A$, show that
$$E=-\frac{K^2}{2(e_v-e_o)}.$$

**Solution.** The sum in (f) has one term, with numerator $K(2K-K)=K^2$ and denominator $2(e_v-e_o)$. Lean represents each one-orbital set by `Unit`.

```lean
/-- One occupied and one virtual spatial orbital with energies `eo < ev` and integral
`(ia,ia) = K`: amplitudes solving `D T = -A` give the energy `-K²/(2(ev - eo))`. -/
theorem two_orbital_mp2 (K eo ev : ℝ) (gap : eo < ev)
    (T : Unit × Fin 2 → Unit × Fin 2 → Unit × Fin 2 → Unit × Fin 2 → ℝ)
    (hT : ∀ i j a b, (ev + ev - eo - eo) * T i j a b =
      -spinAntisym (fun _ _ _ _ => K) i j a b) :
    pairEnergy (fun _ _ _ _ => K) T = -K ^ 2 / (2 * (ev - eo)) := by
  rw [canonical_mp2 (fun _ _ _ _ => K) (fun _ => eo) (fun _ => ev) T (fun _ _ => gap) hT]
  simp only [univ_unique, sum_singleton]
  ring

end

end SpinAdaptedMP2
```

```lean
#print axioms SpinAdaptedMP2.closed_shell_mp2
-- 'SpinAdaptedMP2.closed_shell_mp2' depends on axioms: [propext, Classical.choice, Quot.sound]
#print axioms SpinAdaptedMP2.two_orbital_mp2
-- 'SpinAdaptedMP2.two_orbital_mp2' depends on axioms: [propext, Classical.choice, Quot.sound]
```
